# The outer product uū of a Dirac particle spinor in terms of χχ†

For a free Dirac particle with energy E = √(m² + p²), in units with c = 1, the theorem `spinor_outer` takes the spinor u = √(E+m) (χ, σ·p χ/(E+m)) in the Dirac representation, where γ⁰ = diag(1, 1, −1, −1). With ū = u†γ⁰, it writes the 4×4 matrix uū in 2×2 blocks. The upper blocks are (E+m) χχ† and −χχ† σ·p, and the lower ones are σ·p χχ† and −σ·p χχ† σ·p/(E+m). It assumes that m > 0 or p ≠ 0, which makes E + m positive; χ is any two-component vector, and χχ† is a projector when χ has unit length. The proof first finds the upper and lower entries of ū, in `hl` and `hr`, and then checks the four blocks entry by entry, using that the normalisation factor squares to E + m.

The first attempt, which Lean rejects:

```lean
import Mathlib

open Matrix

namespace SpinorOuter

noncomputable section

/-- The three Pauli matrices. -/
def pauli : Fin 3 → Matrix (Fin 2) (Fin 2) ℂ :=
  ![!![0, 1; 1, 0], !![0, -Complex.I; Complex.I, 0], !![1, 0; 0, -1]]

/-- The matrix `σ·p` for a momentum `p`. -/
def sigmaDot (p : Fin 3 → ℝ) : Matrix (Fin 2) (Fin 2) ℂ := ∑ i, (p i : ℂ) • pauli i

/-- The relativistic energy `E = √(m² + p²)`. -/
def energy (m : ℝ) (p : Fin 3 → ℝ) : ℝ := √(m ^ 2 + ∑ i, p i ^ 2)

/-- The matrix `γ⁰` in the Dirac representation. -/
def gamma0 : Matrix (Fin 2 ⊕ Fin 2) (Fin 2 ⊕ Fin 2) ℂ := fromBlocks 1 0 0 (-1)

/-- The Dirac adjoint `ψ† γ⁰`. -/
def bar (ψ : Fin 2 ⊕ Fin 2 → ℂ) : Fin 2 ⊕ Fin 2 → ℂ := star ψ ᵥ* gamma0

/-- The particle spinor `u(χ) = √(E+m) (χ, σ·p χ/(E+m))`, for `E + m > 0`. -/
def spinorU (m : ℝ) (p : Fin 3 → ℝ) (χ : Fin 2 → ℂ) : Fin 2 ⊕ Fin 2 → ℂ :=
  ((√(energy m p + m) : ℝ) : ℂ) •
    Sum.elim χ (((energy m p : ℂ) + m)⁻¹ • (sigmaDot p *ᵥ χ))

/-- If the mass is positive or the momentum is nonzero, then `E + m > 0`. -/
theorem energy_add_mass_pos {m : ℝ} {p : Fin 3 → ℝ} (h : 0 < m ∨ p ≠ 0) :
    0 < energy m p + m := by
  rcases h with hm | hp
  · exact add_pos_of_nonneg_of_pos (Real.sqrt_nonneg _) hm
  · obtain ⟨i, hi⟩ := Function.ne_iff.mp hp
    have hs : 0 < ∑ i, p i ^ 2 :=
      Finset.sum_pos' (fun j _ => sq_nonneg (p j)) ⟨i, Finset.mem_univ i, sq_pos_iff.mpr hi⟩
    have hE : -m < energy m p := Real.lt_sqrt_of_sq_lt (by rw [neg_sq]; linarith)
    linarith

lemma sigmaDot_conjTranspose (p : Fin 3 → ℝ) : (sigmaDot p)ᴴ = sigmaDot p := by
  ext i j
  fin_cases i <;> fin_cases j <;> simp [sigmaDot, pauli, Fin.sum_univ_three]

lemma bar_inl (ψ : Fin 2 ⊕ Fin 2 → ℂ) (i : Fin 2) : bar ψ (.inl i) = star (ψ (.inl i)) := by
  simp [bar, gamma0, vecMul_fromBlocks]

lemma bar_inr (ψ : Fin 2 ⊕ Fin 2 → ℂ) (i : Fin 2) : bar ψ (.inr i) = -star (ψ (.inr i)) := by
  simp [bar, gamma0, vecMul_fromBlocks, vecMul_neg]

/-- The outer product `u ū` of one spinor, in blocks built from `χχ†`,
if `m > 0` or `p ≠ 0`. -/
theorem spinor_outer {m : ℝ} {p : Fin 3 → ℝ} (h : 0 < m ∨ p ≠ 0) (χ : Fin 2 → ℂ) :
    vecMulVec (spinorU m p χ) (bar (spinorU m p χ)) =
      fromBlocks (((energy m p : ℂ) + m) • vecMulVec χ (star χ))
        (-(vecMulVec χ (star χ) * sigmaDot p)) (sigmaDot p * vecMulVec χ (star χ))
        (-(((energy m p : ℂ) + m)⁻¹ • (sigmaDot p * vecMulVec χ (star χ) * sigmaDot p))) := by
  have hpos := energy_add_mass_pos h
  have hk : (energy m p : ℂ) + m ≠ 0 := by exact_mod_cast hpos.ne'
  have hstar : star (sigmaDot p *ᵥ χ) = star χ ᵥ* sigmaDot p := by
    rw [star_mulVec, sigmaDot_conjTranspose]
  have hl : ∀ j, bar (spinorU m p χ) (.inl j) =
      ((√(energy m p + m) : ℝ) : ℂ) * star χ j := by
    intro j
    rw [bar_inl]
    simp [spinorU]
  have hr : ∀ j, bar (spinorU m p χ) (.inr j) = -(((√(energy m p + m) : ℝ) : ℂ) *
      (((energy m p : ℂ) + m)⁻¹ * (star χ ᵥ* sigmaDot p) j)) := by
    intro j
    rw [bar_inr, ← hstar]
    simp [spinorU]
  -- the normalisation factor squares to `E + m`
  have ha : ((√(energy m p + m) : ℝ) : ℂ) * ((√(energy m p + m) : ℝ) : ℂ) =
      (energy m p : ℂ) + m := by exact_mod_cast Real.mul_self_sqrt hpos.le
  have hb := mul_inv_cancel₀ hk
  rw [← ha] at hb
  rw [mul_vecMulVec, vecMulVec_mul, vecMulVec_mul]
  ext (i | i) (j | j) <;> rw [vecMulVec_apply]
  · rw [hl]
    change _ * χ i * _ = ((energy m p : ℂ) + m) * (χ i * star χ j)
    linear_combination χ i * star χ j * ha
  · rw [hr, ← ha]
    change _ * χ i * _ = -(χ i * (star χ ᵥ* sigmaDot p) j)
    linear_combination -(χ i * (star χ ᵥ* sigmaDot p) j) * hb
  · rw [hl]
    change _ * (((energy m p : ℂ) + m)⁻¹ * (sigmaDot p *ᵥ χ) i) * _ =
      (sigmaDot p *ᵥ χ) i * star χ j
    rw [← ha]
    linear_combination (sigmaDot p *ᵥ χ) i * star χ j * hb
  · rw [hr]
    change _ * (((energy m p : ℂ) + m)⁻¹ * (sigmaDot p *ᵥ χ) i) * _ =
      -(((energy m p : ℂ) + m)⁻¹ * ((sigmaDot p *ᵥ χ) i * (star χ ᵥ* sigmaDot p) j))
    rw [← ha]
    linear_combination -((((√(energy m p + m) : ℝ) : ℂ) * ((√(energy m p + m) : ℝ) : ℂ))⁻¹ *
      (sigmaDot p *ᵥ χ) i * (star χ ᵥ* sigmaDot p) j) * hb

end

end SpinorOuter
```

Messages:

```
Main.lean:68:64: error: unsolved goals
m : ℝ
p : Fin 3 → ℝ
h : 0 < m ∨ p ≠ 0
χ : Fin 2 → ℂ
hpos : 0 < energy m p + m
hk : ↑(energy m p) + ↑m ≠ 0
hstar : star (sigmaDot p *ᵥ χ) = star χ ᵥ* sigmaDot p
hl : ∀ (j : Fin 2), bar (spinorU m p χ) (Sum.inl j) = ↑√(energy m p + m) * star χ j
j : Fin 2
⊢ (starRingEnd ℂ)
        (![(↑(energy m p) + ↑m)⁻¹ * (sigmaDot p 0 0 * χ 0 + sigmaDot p 0 1 * χ 1),
            (↑(energy m p) + ↑m)⁻¹ * (sigmaDot p 1 0 * χ 0 + sigmaDot p 1 1 * χ 1)]
          j) =
      (↑(energy m p) + ↑m)⁻¹ *
        (starRingEnd ℂ)
          (![sigmaDot p 0 0 * χ 0 + sigmaDot p 0 1 * χ 1, sigmaDot p 1 0 * χ 0 + sigmaDot p 1 1 * χ 1] j) ∨
    √(energy m p + m) = 0
```

Lean accepts the file once it reads:

```diff
@@ -69,5 +69,9 @@
     intro j
     rw [bar_inr, ← hstar]
-    simp [spinorU]
+    change -star (((√(energy m p + m) : ℝ) : ℂ) * (((energy m p : ℂ) + m)⁻¹ *
+      (sigmaDot p *ᵥ χ) j)) = -(((√(energy m p + m) : ℝ) : ℂ) *
+      (((energy m p : ℂ) + m)⁻¹ * star ((sigmaDot p *ᵥ χ) j)))
+    generalize (sigmaDot p *ᵥ χ) j = w
+    simp
   -- the normalisation factor squares to `E + m`
   have ha : ((√(energy m p + m) : ℝ) : ℂ) * ((√(energy m p + m) : ℝ) : ℂ) =
```

What went wrong. The error is in the proof of `hr`, the formula for the lower entries of ū, where `simp [spinorU]` leaves a goal open. `simp` has written the product `sigmaDot p *ᵥ χ` out as an explicit vector `![…, …]`. On the left it has also moved the factor (E+m)⁻¹ into both entries, while on the right that factor stands outside. Since `j` is a variable, `simp` doesn't pick out an entry, so the conjugation on the left never reaches a product it could split, and the two sides don't meet. The alternative `√(energy m p + m) = 0` comes from cancelling the common factor, and is false by `hpos`.

In the repair, `change` restates the goal, by unfolding definitions, for the single number `(sigmaDot p *ᵥ χ) j`, with the scalar factors outside it. `generalize` then calls that number `w`, so there is no matrix product left for `simp` to expand. What remains is that conjugating a product of `w` with real factors conjugates only `w`, and plain `simp` proves this.
